# Value-matched LAPWs lie in the APW+lo space when u is nonzero at the sphere boundary

When a calculation switches its channels from LAPW to APW+lo at an unchanged plane-wave cutoff, one wants to know whether any trial function is lost. None is, provided that both bases use the same radial functions, the LAPWs match the plane waves in value, and u is nonzero at the sphere boundary. For a fixed single-particle Hamiltonian, with the kinetic energy computed from |∇ψ|² so that kinks at the sphere boundary are counted, the variational principle then says that the lowest energy cannot rise.

Let g label plane waves and l the finitely many sphere channels (one for each atom and spherical harmonic). The vector i_g is the interstitial part of a plane wave, u_l a radial solution times its angular function, and v_l its energy derivative, both zero outside the sphere. Their boundary values are p_l and q_l, and s_gl is that of the plane wave in channel l. The coefficients a_gl and b_gl belong to the LAPW. In Lean these are vectors in a space `V` and scalars in a field `K`, such as the real or complex numbers. No differential equation enters.

```lean
import Mathlib

open Submodule

namespace APWLocalOrbitals

noncomputable section

variable {K V G L : Type*} [Field K] [AddCommGroup V] [Module K V] [Fintype L]
```

An APW uses u_l alone and is fixed by value matching:

APW_g = i_g + Σ_l (s_gl/p_l) u_l

```lean
/-- The augmented plane wave `i_g + ∑ (s_gl / p_l) u_l`. -/
def apw (i : G → V) (u : L → V) (p : L → K) (s : G → L → K) (g : G) : V :=
  i g + ∑ l, (s g l / p l) • u l
```

An LAPW uses both radial functions:

LAPW_g = i_g + Σ_l (a_gl u_l + b_gl v_l)

```lean
/-- The linearized augmented plane wave `i_g + ∑ (a_gl u_l + b_gl v_l)`. -/
def lapw (i : G → V) (u v : L → V) (a b : G → L → K) (g : G) : V :=
  i g + ∑ l, (a g l • u l + b g l • v l)
```

The local orbital is built from the same pair, with no third radial function at another energy:

lo_l = v_l − (q_l/p_l) u_l

```lean
omit [Fintype L] in
/-- The local orbital `v_l - (q_l / p_l) u_l`. -/
def localOrbital (u v : L → V) (p q : L → K) (l : L) : V :=
  v l - (q l / p l) • u l
```

The APW+lo space is the span of all APWs and all local orbitals.

```lean
/-- The space spanned by the augmented plane waves and the local orbitals. -/
def apwLoSpace (i : G → V) (u v : L → V) (p q : L → K) (s : G → L → K) :
    Submodule K V :=
  span K (Set.range (apw i u p s) ∪ Set.range (localOrbital u v p q))
```

## (a) The local orbital at the sphere

Let β be the linear map that reads off the boundary value in channel l, so β(u_l) = p_l and β(v_l) = q_l, with p_l ≠ 0. Show that

β(lo_l) = 0.

By linearity, β(lo_l) = q_l − (q_l/p_l) p_l = q_l − q_l = 0. The condition p_l ≠ 0 says that u_l has no node at the sphere radius. The rewriting in Lean follows this line.

```lean
omit [Fintype L] in
/-- If `u_l` and `v_l` have the boundary values `p_l ≠ 0` and `q_l`, the local orbital has boundary
value zero. -/
theorem localOrbital_boundary_value (β : V →ₗ[K] K) (u v : L → V) (p q : L → K) (l : L)
    (hu : β (u l) = p l) (hv : β (v l) = q l) (hp : p l ≠ 0) :
    β (localOrbital u v p q l) = 0 := by
  have h : q l / p l * p l = q l := div_mul_cancel₀ _ hp
  rw [localOrbital, map_sub, map_smul, hu, hv, smul_eq_mul, h, sub_self]
```

## (b) Decomposing an LAPW

Assume p_l ≠ 0 and a_gl p_l + b_gl q_l = s_gl for all g and l. Show that

LAPW_g = APW_g + Σ_l b_gl lo_l.

Solve the matching condition for a_gl:

a_gl = s_gl/p_l − b_gl q_l/p_l

Insert this in one channel:

a_gl u_l + b_gl v_l = (s_gl/p_l) u_l + b_gl (v_l − (q_l/p_l) u_l)

Summing over l and adding i_g gives the claim. In the code `hmatch` is the matching condition, `hs` is its solved form, and `module` compares the vectors channel by channel. Slope matching is not used.

```lean
/-- If every `p_l` is nonzero, a value-matched LAPW is the APW of the same plane wave plus the local
orbitals weighted with the coefficients `b_gl`. -/
theorem lapw_eq_apw_add_localOrbitals (i : G → V) (u v : L → V) (p q : L → K)
    (s a b : G → L → K) (hp : ∀ l, p l ≠ 0)
    (hmatch : ∀ g l, a g l * p l + b g l * q l = s g l) (g : G) :
    lapw i u v a b g = apw i u p s g + ∑ l, b g l • localOrbital u v p q l := by
  unfold lapw apw localOrbital
  rw [add_assoc, ← Finset.sum_add_distrib]
  congr 1
  refine Finset.sum_congr rfl fun l _ => ?_
  -- solve the matching condition for the coefficient of `u_l`
  have hq : q l / p l * p l = q l := div_mul_cancel₀ _ (hp l)
  have hs : s g l / p l = a g l + b g l * (q l / p l) := by
    rw [div_eq_iff (hp l)]
    linear_combination -hmatch g l - b g l * hq
  rw [hs]
  module
```

## (c) Membership in the span

Under the same assumptions, show that

LAPW_g ∈ span{APW_g′, lo_l},

where g′ and l run over all labels.

The right-hand side of (b) is one APW plus a finite combination of local orbitals. Lean rewrites with (b) and uses closure of a subspace under sums and multiples.

```lean
/-- If every `p_l` is nonzero, every value-matched LAPW lies in the span of the APWs and the local
orbitals. -/
theorem lapw_mem_apwLoSpace (i : G → V) (u v : L → V) (p q : L → K)
    (s a b : G → L → K) (hp : ∀ l, p l ≠ 0)
    (hmatch : ∀ g l, a g l * p l + b g l * q l = s g l) (g : G) :
    lapw i u v a b g ∈ apwLoSpace i u v p q s := by
  rw [lapw_eq_apw_add_localOrbitals i u v p q s a b hp hmatch g]
  exact add_mem (subset_span (Or.inl ⟨g, rfl⟩))
    (sum_mem fun l _ => smul_mem _ _ (subset_span (Or.inr ⟨l, rfl⟩)))
```

## (d) Adding the local orbitals to the LAPWs

Under the same assumptions, show that

span{LAPW_g, lo_l} = span{APW_g, lo_l}.

Part (c) gives the inclusion from left to right, since the local orbitals are on both sides. For the other direction, rearrange (b):

APW_g = LAPW_g − Σ_l b_gl lo_l

Every APW therefore lies in the left-hand span. `le_antisymm` splits the equality into these two inclusions, and `span_le` reduces each to the generators.

```lean
/-- If every `p_l` is nonzero, value-matched LAPWs together with the local orbitals span the same
space as the APWs together with the local orbitals. -/
theorem span_lapw_localOrbitals_eq (i : G → V) (u v : L → V) (p q : L → K)
    (s a b : G → L → K) (hp : ∀ l, p l ≠ 0)
    (hmatch : ∀ g l, a g l * p l + b g l * q l = s g l) :
    span K (Set.range (lapw i u v a b) ∪ Set.range (localOrbital u v p q)) =
      apwLoSpace i u v p q s := by
  apply le_antisymm
  · refine span_le.2 ?_
    rintro x (⟨g, rfl⟩ | ⟨l, rfl⟩)
    · exact lapw_mem_apwLoSpace i u v p q s a b hp hmatch g
    · exact subset_span (Or.inr ⟨l, rfl⟩)
  · refine span_le.2 ?_
    rintro x (⟨g, rfl⟩ | ⟨l, rfl⟩)
    · -- subtract the local orbitals from the LAPW to recover the APW
      rw [eq_sub_of_add_eq
        (lapw_eq_apw_add_localOrbitals i u v p q s a b hp hmatch g).symm]
      exact sub_mem (subset_span (Or.inl ⟨g, rfl⟩))
        (sum_mem fun l _ => smul_mem _ _ (subset_span (Or.inr ⟨l, rfl⟩)))
    · exact subset_span (Or.inr ⟨l, rfl⟩)
```

## (e) The amplitude that removes the kink

Take one channel and drop the indices. Let p′, q′, s′ be the radial slopes of u, v and the plane wave at the boundary. Assume p ≠ 0, a p + b q = s, a p′ + b q′ = s′ and W = p q′ − q p′ ≠ 0. Show that the APW plus c times the local orbital has the right slope for one amplitude only:

(s/p − c q/p) p′ + c q′ = s′ ⇔ c = b.

Since s/p = a + b q/p, the slope error is

(a + (b − c) q/p) p′ + c q′ − a p′ − b q′ = (c − b) W/p,

which vanishes exactly when c = b. The condition W ≠ 0 means that the value–slope pairs of u and v are not proportional, so two matching conditions fix a and b.

For p = 1, q = 2, p′ = 1, q′ = 1 and a = b = 1, one has W = −1, s = 3 and s′ = 2. The slope is (3 − 2c) + c = 3 − c, which equals 2 only at c = 1.

In Lean `hz` is the slope error multiplied by p, and the converse substitutes c = b.

```lean
/-- In one channel, let `a, b` match both value `s` and slope `s'`, with `p` and the Wronskian
nonzero. An APW plus `c` times the local orbital has slope `s'` exactly when `c = b`. -/
theorem slope_matched_iff (p q p' q' s s' a b c : K) (hp : p ≠ 0)
    (hW : p * q' - q * p' ≠ 0) (hval : a * p + b * q = s)
    (hslope : a * p' + b * q' = s') :
    (s / p - c * (q / p)) * p' + c * q' = s' ↔ c = b := by
  have hs : s / p * p = s := div_mul_cancel₀ _ hp
  have hq : q / p * p = q := div_mul_cancel₀ _ hp
  constructor
  · intro h
    -- the slope mismatch is proportional to the Wronskian
    have hz : (c - b) * (p * q' - q * p') = 0 := by
      linear_combination p * h - p' * hs + c * p' * hq - p * hslope + p' * hval
    exact sub_eq_zero.1 ((mul_eq_zero.1 hz).resolve_right hW)
  · intro h
    have ht : s / p = a + b * (q / p) := by
      rw [div_eq_iff hp]
      linear_combination -hval - b * hq
    rw [h]
    linear_combination p' * ht + hslope
```

## (f) A local orbital against the LAPWs

Let there be finitely many plane waves, and let all i_g, u_l, v_l together be linearly independent. Show for each channel l₀ that

lo_l₀ ∉ span{LAPW_g}.

Suppose lo_l₀ = Σ_g c_g LAPW_g. Collecting terms, with δ = 1 for l = l₀ and 0 otherwise, gives

Σ_g c_g i_g + Σ_l (Σ_g c_g a_gl + δ q_l/p_l) u_l + Σ_l (Σ_g c_g b_gl − δ) v_l = 0.

Independence makes every coefficient zero. The first group gives c_g = 0 for all g, and the coefficient of v_l₀ then reads −1 = 0, a contradiction.

`Sum.elim` joins the three families into one, `Finset.sum_comm` exchanges the sums over g and l, and `key` states that the collected coefficients vanish. Independence is a hypothesis here; it says that none of the pieces i_g, u_l, v_l is a combination of the others.

```lean
/-- For finitely many plane waves, if all `i_g`, `u_l`, `v_l` are linearly independent, no local
orbital is a combination of LAPWs. -/
theorem localOrbital_notMem_span_lapw [Fintype G] (i : G → V) (u v : L → V)
    (p q : L → K) (a b : G → L → K)
    (hind : LinearIndependent K (Sum.elim i (Sum.elim u v))) (l₀ : L) :
    localOrbital u v p q l₀ ∉ span K (Set.range (lapw i u v a b)) := by
  classical
  intro hmem
  obtain ⟨c, hc⟩ := (mem_span_range_iff_exists_fun K).1 hmem
  simp only [lapw, localOrbital, smul_add, Finset.smul_sum,
    Finset.sum_add_distrib] at hc
  have h1 : ∑ l, ∑ g, c g • a g l • u l = ∑ g, ∑ l, c g • a g l • u l :=
    Finset.sum_comm
  have h2 : ∑ l, ∑ g, c g • b g l • v l = ∑ g, ∑ l, c g • b g l • v l :=
    Finset.sum_comm
  -- collect the coefficients of all independent vectors
  have key := Fintype.linearIndependent_iff.1 hind
    (Sum.elim c (Sum.elim
      (fun l => (∑ g, c g * a g l) + (if l = l₀ then q l / p l else 0))
      (fun l => (∑ g, c g * b g l) - (if l = l₀ then 1 else 0)))) (by
    simp only [Fintype.sum_sum_type, Sum.elim_inl, Sum.elim_inr, add_smul, sub_smul,
      Finset.sum_add_distrib, Finset.sum_sub_distrib, ite_smul, zero_smul, one_smul,
      Finset.sum_ite_eq', Finset.mem_univ, if_true, Finset.sum_smul, mul_smul]
    rw [h1, h2]
    refine Eq.trans ?_ (sub_eq_zero.2 hc)
    abel)
  -- the plane-wave parts force `c = 0`, but `v` at `l₀` has coefficient one
  have hc0 : ∀ g, c g = 0 := fun g => key (Sum.inl g)
  have hv := key (Sum.inr (Sum.inr l₀))
  simp [hc0] at hv
```

## (g) Comparing the two spaces

Combine the assumptions of (b) and (f), with at least one channel. Show that

span{LAPW_g} ⊊ span{APW_g, lo_l}.

Part (c) gives the inclusion, and by (f) any local orbital lies in the larger space only. With no channels at all, LAPW_g = APW_g = i_g and the spaces coincide, which is why Lean asks for `Nonempty L`. The gain in flexibility comes with a larger basis.

```lean
/-- For finitely many plane waves, at least one channel, every `p_l` nonzero and linearly
independent `i_g`, `u_l`, `v_l`, the value-matched LAPW space is strictly smaller than the APW+lo
space. -/
theorem span_lapw_lt_apwLoSpace [Fintype G] [Nonempty L] (i : G → V) (u v : L → V)
    (p q : L → K) (s a b : G → L → K) (hp : ∀ l, p l ≠ 0)
    (hmatch : ∀ g l, a g l * p l + b g l * q l = s g l)
    (hind : LinearIndependent K (Sum.elim i (Sum.elim u v))) :
    span K (Set.range (lapw i u v a b)) < apwLoSpace i u v p q s := by
  obtain ⟨l₀⟩ := ‹Nonempty L›
  refine SetLike.lt_iff_le_and_exists.2 ⟨span_le.2 ?_, localOrbital u v p q l₀,
    subset_span (Or.inr ⟨l₀, rfl⟩),
    localOrbital_notMem_span_lapw i u v p q a b hind l₀⟩
  rintro x ⟨g, rfl⟩
  exact lapw_mem_apwLoSpace i u v p q s a b hp hmatch g
```

## (h) One plane wave and one channel

Show that the assumptions of (g) are met by the unit vectors i = (1,0,0), u = (0,1,0), v = (0,0,1) with p = 1, q = 2, a = b = 1, s = 3:

c₁ i + c₂ u + c₃ v = 0 ⇒ c₁ = c₂ = c₃ = 0, 1 ≠ 0, 1·1 + 1·2 = 3.

The combination is (c₁, c₂, c₃), so it vanishes only if each entry does; the rest is arithmetic. Lean likewise reads the vector equation one coordinate at a time.

The functions themselves are LAPW = (1,1,1), APW = (1,3,0) and lo = (0,−2,1), and indeed (1,3,0) + (0,−2,1) = (1,1,1). The LAPW space is a line inside the plane spanned by the APW and the local orbital.

```lean
/-- One plane wave and one channel, modelled by the three unit vectors of a real space with
`p = 1`, `q = 2`, `a = b = 1`, `s = 3`, are independent and value-matched. -/
theorem span_lapw_lt_apwLoSpace_witness :
    LinearIndependent ℝ (Sum.elim
      (fun _ : Unit => (Pi.single (Sum.inl ()) 1 : Unit ⊕ (Unit ⊕ Unit) → ℝ))
      (Sum.elim (fun _ : Unit => Pi.single (Sum.inr (Sum.inl ())) 1)
        (fun _ : Unit => Pi.single (Sum.inr (Sum.inr ())) 1))) ∧
    (1 : ℝ) ≠ 0 ∧ (1 : ℝ) * 1 + 1 * 2 = 3 := by
  refine ⟨?_, by norm_num, by norm_num⟩
  rw [Fintype.linearIndependent_iff]
  intro c h x
  have hx := congrFun h x
  rcases x with ⟨⟩ | ⟨⟩ | ⟨⟩ <;>
    simpa [Fintype.sum_sum_type, Pi.single_apply] using hx

end

end APWLocalOrbitals
```

```lean
#print axioms APWLocalOrbitals.localOrbital_boundary_value
#print axioms APWLocalOrbitals.span_lapw_localOrbitals_eq
#print axioms APWLocalOrbitals.slope_matched_iff
#print axioms APWLocalOrbitals.span_lapw_lt_apwLoSpace
```

```
'APWLocalOrbitals.localOrbital_boundary_value' depends on axioms: [propext, Classical.choice, Quot.sound]
'APWLocalOrbitals.span_lapw_localOrbitals_eq' depends on axioms: [propext, Classical.choice, Quot.sound]
'APWLocalOrbitals.slope_matched_iff' depends on axioms: [propext, Classical.choice, Quot.sound]
'APWLocalOrbitals.span_lapw_lt_apwLoSpace' depends on axioms: [propext, Classical.choice, Quot.sound]
```
